# The formula $U-4t+8\ln 2\,t^2/U$ exceeds the series form of the Lieb–Wu gap by at most $8t^4/U^3$

## How good is the strong-coupling formula?

Which expression should count as "the gap" if I want an error bound for its strong-coupling formula? For the half-filled Hubbard chain with nearest-neighbour hopping $t>0$ and on-site repulsion $U>0$, I would take the series form of the Lieb–Wu charge gap,

$$\Delta = U-4t+8tS,\qquad S=\sum_{n\ge 0}(-1)^n\left(\sqrt{1+x_n^2}-x_n\right),\qquad x_n=\frac{(n+1)U}{2t}.$$

Here the charge gap is the limit, for an infinitely long chain, of $E_{L+1}+E_{L-1}-2E_L$, where $E_M$ is the ground-state energy of $M$ electrons on $L$ sites. For large $U$, $\Delta$ should approach $U-4t+8\ln 2\,t^2/U$, and I expect an error of at most $16t^4/U^3$. Can the convergence of the series and the error bound be made rigorous and checked by machine?

## An error of known sign, at most $8t^4/U^3$

The series is a workable definition, provided that its order of summation is fixed: its terms fall off only like $1/(n+1)$, so it converges conditionally. The gap is therefore defined below as the limit of truncations taken in the natural order. The constant 16 can be halved, and the formula never lies below the gap.

Write $K(x)=\sqrt{1+x^2}-x$. Since $\sqrt{1+x^2}>|x|$, $K$ is positive, and

$$K^2+2xK=(\sqrt{1+x^2}-x)(\sqrt{1+x^2}+x)=1.$$

So $K(x)=1/(\sqrt{1+x^2}+x)$, which decreases for $x\ge0$. Dividing the quadratic equation by $2x$, for $x>0$, gives

$$\frac1{2x}-K(x)=\frac{K(x)^2}{2x}.$$

In particular $0<K(x_n)\le 1/(2x_n)=t/((n+1)U)$. The terms decrease to zero, and the alternating series test gives convergence to some $S$.

Next, let $H_N$ be the $N$th harmonic number. Then

$$\sum_{n=0}^{2N-1}\frac{(-1)^n}{n+1}=H_{2N}-H_N\to\ln 2,$$

because $H_N-\ln N$ converges. The alternating harmonic series converges as a whole, so its sum is $\ln 2$.

Now subtract the two series term by term. With $d_n=K(x_n)^2/(2x_n)$,

$$\frac tU\ln2-S=\sum_{n\ge0}(-1)^n d_n.$$

The $d_n$ are positive and decreasing, so this sum lies between $0$ and $d_0$. Since $K(x_0)\le t/U$ and $2x_0=U/t$, we have $d_0\le t^3/U^3$. Multiplying by $8t$ yields

$$0\le\left(U-4t+\frac{8\ln2\,t^2}{U}\right)-\Delta\le\frac{8t^4}{U^3}.$$

At $U=4t$, for example, the gap lies between $1.26t$ and $1.39t$.

Here is the complete Lean file.

```lean
import Mathlib

open Filter Topology Finset

namespace LiebWuGap

noncomputable section

/-- The function `√(1 + x²) - x` from which the terms of the gap series are built. -/
def kernel (x : ℝ) : ℝ := √(1 + x ^ 2) - x

/-- The dimensionless coupling `(n + 1) U / (2 t)`, for hopping `t ≠ 0`; the index `n` starts
at zero. -/
def coupling (t U : ℝ) (n : ℕ) : ℝ := ((n : ℝ) + 1) * U / (2 * t)

/-- The magnitude of the term with index `n` in the alternating gap series, for `t, U > 0`. -/
def gapTerm (t U : ℝ) (n : ℕ) : ℝ := kernel (coupling t U n)

/-- The Lieb-Wu gap with its series cut off after `N` terms, for `t, U > 0`. -/
def truncatedGap (t U : ℝ) (N : ℕ) : ℝ :=
  U - 4 * t + 8 * t * ∑ n ∈ range N, (-1 : ℝ) ^ n * gapTerm t U n

/-- The series form of the Lieb-Wu gap of the half-filled Hubbard chain, as the limit of its
truncations, for `t, U > 0`. -/
def gap (t U : ℝ) : ℝ := limUnder atTop (truncatedGap t U)

/-- The kernel is positive and solves the quadratic equation `K² + 2 x K = 1`. -/
theorem kernel_quadratic (x : ℝ) : 0 < kernel x ∧ kernel x ^ 2 + 2 * x * kernel x = 1 := by
  unfold kernel
  constructor
  · exact sub_pos.2 (Real.lt_sqrt_of_sq_lt (by linarith))
  · linear_combination Real.sq_sqrt (show (0 : ℝ) ≤ 1 + x ^ 2 by positivity)

/-- The kernel does not increase with the coupling, for non-negative couplings. -/
theorem kernel_anti {x y : ℝ} (hx : 0 ≤ x) (hxy : x ≤ y) : kernel y ≤ kernel x := by
  obtain ⟨px, qx⟩ := kernel_quadratic x
  obtain ⟨py, qy⟩ := kernel_quadratic y
  by_contra h
  have h' : 0 < kernel y - kernel x := sub_pos.2 (not_le.1 h)
  nlinarith [mul_pos h' (add_pos px py), mul_nonneg (hx.trans hxy) h'.le,
    mul_nonneg (sub_nonneg.2 hxy) px.le]

theorem coupling_pos {t U : ℝ} (ht : 0 < t) (hU : 0 < U) (n : ℕ) : 0 < coupling t U n := by
  unfold coupling
  positivity

theorem coupling_mono {t U : ℝ} (ht : 0 < t) (hU : 0 < U) {m n : ℕ} (h : m ≤ n) :
    coupling t U m ≤ coupling t U n := by
  unfold coupling
  gcongr

/-- The magnitude of each term of the gap series is `t / ((n + 1) U)` minus `K² / (2 x)`, where `x`
is the coupling and `K` the kernel at `x`. -/
theorem term_defect {t U : ℝ} (ht : 0 < t) (hU : 0 < U) (n : ℕ) :
    t / U * (1 / ((n : ℝ) + 1)) - gapTerm t U n
      = kernel (coupling t U n) ^ 2 / (2 * coupling t U n) := by
  have hx := coupling_pos ht hU n
  have e : t / U * (1 / ((n : ℝ) + 1)) * (2 * coupling t U n) = 1 := by
    unfold coupling
    field_simp
  rw [eq_div_iff (by positivity)]
  unfold gapTerm
  linear_combination e - (kernel_quadratic (coupling t U n)).2

/-- The alternating harmonic series sums to `ln 2`. -/
theorem alternating_harmonic :
    Tendsto (fun N : ℕ => ∑ n ∈ range N, (-1 : ℝ) ^ n * (1 / ((n : ℝ) + 1)))
      atTop (𝓝 (Real.log 2)) := by
  have hanti : Antitone (fun n : ℕ => 1 / ((n : ℝ) + 1)) := by
    intro m n h
    have h' : (m : ℝ) ≤ n := by exact_mod_cast h
    exact one_div_le_one_div_of_le (by positivity) (by linarith)
  obtain ⟨l, hl⟩ := hanti.tendsto_alternating_series_of_tendsto_zero
    tendsto_one_div_add_atTop_nhds_zero_nat
  -- an even partial sum is a difference of two harmonic numbers
  have hpair : ∀ N : ℕ, ∑ n ∈ range (2 * N), (-1 : ℝ) ^ n * (1 / ((n : ℝ) + 1))
      = (harmonic (2 * N) : ℝ) - (harmonic N : ℝ) := by
    intro N
    induction N with
    | zero => simp
    | succ N ih =>
      have e : (-1 : ℝ) ^ (2 * N) = 1 := by rw [pow_mul]; norm_num
      rw [show 2 * (N + 1) = 2 * N + 1 + 1 by ring, sum_range_succ, sum_range_succ, ih,
        harmonic_succ (2 * N + 1), harmonic_succ (2 * N), harmonic_succ N, pow_succ, e]
      push_cast
      field_simp
      ring
  have h2 : Tendsto (fun N : ℕ => 2 * N) atTop atTop :=
    tendsto_atTop_mono (fun N => by show N ≤ 2 * N; omega) tendsto_id
  have h3 := ((Real.tendsto_harmonic_sub_log.comp h2).sub
    Real.tendsto_harmonic_sub_log).add_const (Real.log 2)
  rw [sub_self, zero_add] at h3
  have h4 : Tendsto (fun N : ℕ => ∑ n ∈ range (2 * N), (-1 : ℝ) ^ n * (1 / ((n : ℝ) + 1)))
      atTop (𝓝 (Real.log 2)) := by
    refine h3.congr' ?_
    filter_upwards [eventually_gt_atTop 0] with N hN
    have hN' : (N : ℝ) ≠ 0 := by exact_mod_cast hN.ne'
    rw [hpair]
    simp only [Function.comp_apply]
    push_cast
    rw [Real.log_mul two_ne_zero hN']
    ring
  rw [← tendsto_nhds_unique (hl.comp h2) h4]
  exact hl

theorem gapTerm_antitone {t U : ℝ} (ht : 0 < t) (hU : 0 < U) : Antitone (gapTerm t U) :=
  fun m _ h => kernel_anti (coupling_pos ht hU m).le (coupling_mono ht hU h)

/-- The alternating series converges to some `S`, and the gap equals `U - 4t + 8tS`. -/
theorem gap_series {t U : ℝ} (ht : 0 < t) (hU : 0 < U) :
    ∃ S : ℝ, Tendsto (fun N : ℕ => ∑ n ∈ range N, (-1 : ℝ) ^ n * gapTerm t U n) atTop (𝓝 S)
      ∧ gap t U = U - 4 * t + 8 * t * S := by
  have h0 : Tendsto (gapTerm t U) atTop (𝓝 0) := by
    have hb : Tendsto (fun n : ℕ => t / U * (1 / ((n : ℝ) + 1))) atTop (𝓝 0) := by
      simpa only [mul_zero] using
        (tendsto_one_div_add_atTop_nhds_zero_nat (𝕜 := ℝ)).const_mul (t / U)
    refine squeeze_zero (fun n => (kernel_quadratic _).1.le) (fun n => ?_) hb
    have hx := coupling_pos ht hU n
    rw [← sub_nonneg, term_defect ht hU]
    positivity
  obtain ⟨S, hS⟩ := (gapTerm_antitone ht hU).tendsto_alternating_series_of_tendsto_zero h0
  exact ⟨S, hS, ((hS.const_mul (8 * t)).const_add (U - 4 * t)).limUnder_eq⟩

/-- Truncations after an even number of terms bound the gap from below, those after an odd
number of terms bound it from above. -/
theorem truncation_bounds {t U : ℝ} (ht : 0 < t) (hU : 0 < U) (k : ℕ) :
    truncatedGap t U (2 * k) ≤ gap t U ∧ gap t U ≤ truncatedGap t U (2 * k + 1) := by
  obtain ⟨S, hS, hgap⟩ := gap_series ht hU
  have ha := gapTerm_antitone ht hU
  have h8 : 0 ≤ 8 * t := by positivity
  have lo := mul_le_mul_of_nonneg_left (ha.alternating_series_le_tendsto hS k) h8
  have up := mul_le_mul_of_nonneg_left (ha.tendsto_le_alternating_series hS k) h8
  rw [hgap]
  unfold truncatedGap
  constructor <;> linarith

/-- The strong-coupling formula `U - 4t + 8 ln2 t²/U` never lies below the gap, and exceeds it
by at most `8 t⁴/U³`. -/
theorem strong_coupling_gap {t U : ℝ} (ht : 0 < t) (hU : 0 < U) :
    0 ≤ (U - 4 * t + 8 * Real.log 2 * t ^ 2 / U) - gap t U ∧
      (U - 4 * t + 8 * Real.log 2 * t ^ 2 / U) - gap t U ≤ 8 * t ^ 4 / U ^ 3 := by
  obtain ⟨S, hS, hgap⟩ := gap_series ht hU
  obtain ⟨d, hd⟩ : ∃ d : ℕ → ℝ, ∀ n, d n = t / U * (1 / ((n : ℝ) + 1)) - gapTerm t U n :=
    ⟨_, fun _ => rfl⟩
  -- the termwise errors decrease, so their alternating sum is controlled by the first one
  have hanti : Antitone d := by
    intro m n h
    have hm := coupling_pos ht hU m
    have hk := kernel_anti hm.le (coupling_mono ht hU h)
    have hp := (kernel_quadratic (coupling t U n)).1.le
    have hc := coupling_mono ht hU h
    rw [hd, hd, term_defect ht hU, term_defect ht hU]
    gcongr
  have hlim : Tendsto (fun N : ℕ => ∑ n ∈ range N, (-1 : ℝ) ^ n * d n) atTop
      (𝓝 (t / U * Real.log 2 - S)) := by
    refine ((alternating_harmonic.const_mul (t / U)).sub hS).congr fun N => ?_
    rw [Finset.mul_sum, ← Finset.sum_sub_distrib]
    exact Finset.sum_congr rfl fun n _ => by rw [hd]; ring
  have lo : 0 ≤ t / U * Real.log 2 - S := by
    simpa using hanti.alternating_series_le_tendsto hlim 0
  have up : t / U * Real.log 2 - S ≤ d 0 := by
    simpa using hanti.tendsto_le_alternating_series hlim 0
  -- the first error is at most `t³/U³`
  have first : d 0 ≤ t ^ 3 / U ^ 3 := by
    have hx := coupling_pos ht hU 0
    have hp := (kernel_quadratic (coupling t U 0)).1.le
    have hc : coupling t U 0 = U / (2 * t) := by simp [coupling]
    have hk : kernel (coupling t U 0) ≤ t / U := by
      have h := term_defect ht hU 0
      have h' : 0 ≤ kernel (coupling t U 0) ^ 2 / (2 * coupling t U 0) := by positivity
      rw [← h] at h'
      simpa [gapTerm] using h'
    rw [hd, term_defect ht hU]
    calc kernel (coupling t U 0) ^ 2 / (2 * coupling t U 0)
        ≤ (t / U) ^ 2 / (2 * coupling t U 0) := by gcongr
      _ = t ^ 3 / U ^ 3 := by rw [hc]; field_simp
  have e : (U - 4 * t + 8 * Real.log 2 * t ^ 2 / U) - gap t U
      = 8 * t * (t / U * Real.log 2 - S) := by rw [hgap]; ring
  rw [e]
  refine ⟨mul_nonneg (by positivity) lo, ?_⟩
  calc 8 * t * (t / U * Real.log 2 - S) ≤ 8 * t * (t ^ 3 / U ^ 3) :=
        mul_le_mul_of_nonneg_left (up.trans first) (by positivity)
    _ = 8 * t ^ 4 / U ^ 3 := by ring

/-- At fixed hopping, `U` times the difference between the gap and `U - 4t` tends to
`8 ln2 t²` as `U` grows. -/
theorem leading_correction {t : ℝ} (ht : 0 < t) :
    Tendsto (fun U : ℝ => U * (gap t U - (U - 4 * t))) atTop
      (𝓝 (8 * Real.log 2 * t ^ 2)) := by
  have hz : Tendsto (fun U : ℝ => 8 * t ^ 4 / U ^ 2) atTop (𝓝 0) :=
    tendsto_const_nhds.div_atTop (tendsto_pow_atTop two_ne_zero)
  have hl := hz.const_sub (8 * Real.log 2 * t ^ 2)
  rw [sub_zero] at hl
  have key : ∀ U : ℝ, 0 < U → U * (gap t U - (U - 4 * t)) = 8 * Real.log 2 * t ^ 2
      - U * ((U - 4 * t + 8 * Real.log 2 * t ^ 2 / U) - gap t U) := by
    intro U hU
    field_simp
    ring
  refine tendsto_of_tendsto_of_tendsto_of_le_of_le' hl tendsto_const_nhds ?_ ?_
  · filter_upwards [eventually_gt_atTop 0] with U hU
    have h := mul_le_mul_of_nonneg_left (strong_coupling_gap ht hU).2 hU.le
    have e : U * (8 * t ^ 4 / U ^ 3) = 8 * t ^ 4 / U ^ 2 := by field_simp
    rw [key U hU]
    linarith
  · filter_upwards [eventually_gt_atTop 0] with U hU
    have h := mul_nonneg hU.le (strong_coupling_gap ht hU).1
    rw [key U hU]
    linarith

end

end LiebWuGap
```

```lean
#print axioms LiebWuGap.truncation_bounds
#print axioms LiebWuGap.strong_coupling_gap
#print axioms LiebWuGap.leading_correction
```

```
'LiebWuGap.truncation_bounds' depends on axioms: [propext, Classical.choice, Quot.sound]
'LiebWuGap.strong_coupling_gap' depends on axioms: [propext, Classical.choice, Quot.sound]
'LiebWuGap.leading_correction' depends on axioms: [propext, Classical.choice, Quot.sound]
```

In the file, `t` and `U` are real numbers, `coupling t U n` is $x_n$, `kernel` is $K$, and `gapTerm t U n` is $K(x_n)$. `truncatedGap t U N` keeps the terms $n=0,\dots,N-1$, and `gap t U` is the limit of these truncations. A `limUnder` carries information only if the limit exists, which `gap_series` proves for all positive `t` and `U`.

The main theorem, `strong_coupling_gap`, states the two inequalities above under the hypotheses `0 < t` and `0 < U` alone. It holds at weak coupling too, though the bound is then too loose to be useful. `leading_correction` says that at fixed $t$, $U(\Delta-U+4t)\to 8\ln2\,t^2$ as $U\to\infty$, which identifies the coefficient of the leading correction.

The file contains no Hamiltonian, Bethe ansatz or thermodynamic limit. That the series is the charge gap of the infinite half-filled chain at zero temperature is physical input, carried by the definition.

The proof follows the derivation closely:

- `kernel_quadratic` proves positivity and the quadratic equation. `kernel_anti` then argues by contradiction: if $0\le x\le y$ and $K(y)>K(x)$, then $K^2+2xK$ would be larger at $y$ than at $x$, yet both values are 1. `nlinarith` combines the products needed.
- `coupling_pos` and `coupling_mono` say that the $x_n$ are positive and do not decrease with $n$. `term_defect` is the identity for $1/(2x_n)-K(x_n)$.
- `alternating_harmonic` proves the harmonic-number identity by induction, finds the limit along even truncations, and uses uniqueness of limits to transfer it to the full sequence.
- `gapTerm_antitone` gives the decreasing terms. `gap_series` squeezes them to zero and applies the alternating series test.
- `truncation_bounds` shows that even truncations bound the gap from below and odd ones from above.
- `strong_coupling_gap` names the differences $d_n$, shows with `gcongr` that they decrease, and bounds their alternating sum by the truncations with no terms and with one term. `first` is the estimate $d_0\le t^3/U^3$.
- `leading_correction` multiplies the error bounds by $U$ and squeezes.

For simulation practice, the brackets from `truncation_bounds` give reference intervals against which to test a numerical charge gap of this one-dimensional, half-filled, nearest-neighbour model, once it has been extrapolated to infinite length and zero temperature.

Another possible definition is the integral form

$$\Delta=U-4t+8t\int_0^\infty\frac{J_1(\omega)}{\omega\,(1+e^{\omega U/2t})}\,d\omega,$$

with $J_1$ the Bessel function. The theorem would then start closer to the Bethe-ansatz solution. One way to connect this form with the series used here is to expand the denominator, exchange sum and integral, and use the Laplace transform of $J_1(\omega)/\omega$.

The same argument, carried one order further by hand, gives a neighbouring estimate. The differences $1/(8x_n^3)-d_n$ are positive, decreasing and at most $1/(16x_n^5)$, and $\sum_{n\ge0}(-1)^n(n+1)^{-3}=\tfrac34\zeta(3)$, so

$$0\le\Delta-\left(U-4t+\frac{8\ln2\,t^2}{U}-\frac{6\zeta(3)\,t^4}{U^3}\right)\le\frac{16t^6}{U^5},$$

where $\zeta(3)=\sum_{n\ge0}(n+1)^{-3}$. This refinement is not part of the Lean file.
